# An irreducible finite Markov chain has eigenvalue −1 exactly when its states can be two-coloured so that every move changes colour

At every tick of the clock, a walker on a chessboard steps across an edge of its square to the next one, never diagonally. If it starts on white, it is on black after every odd number of steps and on white after every even number. The observable that is $+1$ on white and $-1$ on black therefore never relaxes: its expected value changes sign at each step. In the transition matrix this shows up as an eigenvalue $-1$. Does an eigenvalue $-1$, conversely, always reveal a hidden chessboard?

## From an alternating mode to two colours

Let $P(x,y)$ be the probability of moving from $x$ to $y$ in one step, on a finite nonempty set of states. The entries are nonnegative and each row sums to one. For an observable $v$, the number $(Pv)(x)=\sum_y P(x,y)v(y)$ is its expected value one step after $x$. Call the chain irreducible if every state can be reached from every other through moves of positive probability. The claim is that an irreducible $P$ has a real $v\neq 0$ with $Pv=-v$ if and only if there is a function $s$ with values $\pm1$ such that $P(x,y)>0$ implies $s(y)=-s(x)$.

Suppose $Pv=-v$, and let $x$ be a state where $v^2$ is largest. Then
$$\sum_z P(x,z)\bigl(v(x)^2+v(x)v(z)\bigr)=v(x)^2+v(x)\bigl(-v(x)\bigr)=0 .$$
No term is negative, because
$$v(x)^2+v(x)v(z)=\tfrac12\bigl[(v(x)+v(z))^2+v(x)^2-v(z)^2\bigr]\ge 0 .$$
So every term vanishes. If $P(x,y)>0$, then $v(x)^2+v(x)v(y)=0$, and hence
$$(v(x)+v(y))^2=v(y)^2-v(x)^2\le 0 ,$$
which forces $v(y)=-v(x)$.

The state $y$ then also has the largest $v^2$, and the argument applies again from there. By irreducibility it reaches every state, so $v^2$ is constant and $v$ flips along every allowed move. Since $v\ne0$, some $v(m)\neq0$, and $s(x)=v(x)/v(m)$ is the required colouring.

Conversely, given $s$, only states of sign $-s(x)$ contribute to the average from $x$, so $(Ps)(x)=\sum_y P(x,y)(-s(x))=-s(x)$. This half needs no irreducibility.

Two consequences follow.

- **Uniqueness.** If $Pv=-v$, pick a state $m$ and set $u=v-v(m)s(m)\,s$. Then $Pu=-u$ and $u(m)=v(m)-v(m)s(m)^2=0$. Since $u^2$ is constant, $u=0$, and $v$ is a multiple of $s$.
- **No odd returns.** If $P^k(x,y)\neq0$, then $s(y)=(-1)^k s(x)$. This is clear for $k=0$. For the step from $k$ to $k+1$, some $z$ has $P^k(x,z)P(z,y)\ne0$, so $s(y)=-s(z)=(-1)^{k+1}s(x)$. A return with $k$ odd would give $s(x)=-s(x)$, which is impossible.

For Monte Carlo sampling with a finite irreducible chain, this means that a single state with positive probability of staying put, for instance through a rejected move, excludes the eigenvalue $-1$. The criterion concerns this eigenvalue only: a deterministic cycle through three states is periodic without having it.

## Chains and colourings in Lean

The states form a finite type `n`, and the matrix is real.

```lean
import Mathlib

open Matrix

namespace CheckerboardDynamics

variable {n : Type*} [Fintype n]
```

`Stochastic` is the row convention used above, with `P x y` for the move from `x` to `y`. Neither detailed balance nor a stationary distribution is assumed.

```lean
/-- A matrix of transition probabilities: nonnegative entries, each row summing to one. -/
def Stochastic (P : Matrix n n ℝ) : Prop :=
  (∀ x y, 0 ≤ P x y) ∧ ∀ x, ∑ y, P x y = 1
```

Reachability is the reflexive transitive closure of the relation "this move has positive probability". Paths of length zero count, but for a stochastic matrix this does not change which chains are irreducible.

```lean
/-- Every state can be reached from every other through moves of positive probability. -/
def IrreducibleChain {n : Type*} (P : Matrix n n ℝ) : Prop :=
  ∀ x y, Relation.ReflTransGen (fun a b => 0 < P a b) x y
```

The colouring is a real-valued function restricted to two values, which lets it serve directly as a vector.

```lean
/-- The signs `s` colour the states in two colours, and every allowed move changes the colour. -/
def Checkerboard {n : Type*} (P : Matrix n n ℝ) (s : n → ℝ) : Prop :=
  (∀ x, s x = 1 ∨ s x = -1) ∧ ∀ x y, 0 < P x y → s y = -s x
```

## The maximum spreads

The product `P *ᵥ v` is $Pv$. In the first lemma, `hsum` is the vanishing average, `hnn` the sign of its terms, and `hsq` the square that cannot be positive.

```lean
/-- Where a mode with `P v = -v` has its largest magnitude, every allowed move reverses
its value. -/
theorem flips_at_max {P : Matrix n n ℝ} (hP : Stochastic P) {v : n → ℝ}
    (hv : P *ᵥ v = -v) {x y : n} (hmax : ∀ z, v z ^ 2 ≤ v x ^ 2) (hxy : 0 < P x y) :
    v y = -v x := by
  have hx : ∑ z, P x z * v z = -v x := by
    simpa [Matrix.mulVec, dotProduct] using congrFun hv x
  -- an average of nonnegative terms that vanishes
  have hsum : ∑ z, P x z * (v x ^ 2 + v x * v z) = 0 := by
    have h1 : ∑ z, P x z * (v x ^ 2 + v x * v z)
        = (∑ z, P x z) * v x ^ 2 + v x * ∑ z, P x z * v z := by
      rw [Finset.sum_mul, Finset.mul_sum, ← Finset.sum_add_distrib]
      exact Finset.sum_congr rfl fun z _ => by ring
    rw [h1, hP.2 x, hx]
    ring
  have hnn : ∀ z ∈ Finset.univ, 0 ≤ P x z * (v x ^ 2 + v x * v z) := fun z _ =>
    mul_nonneg (hP.1 x z) (by nlinarith [hmax z, sq_nonneg (v x + v z)])
  have hterm := (Finset.sum_eq_zero_iff_of_nonneg hnn).1 hsum y (Finset.mem_univ y)
  have h0 : v x ^ 2 + v x * v y = 0 := (mul_eq_zero.1 hterm).resolve_left hxy.ne'
  have hsq : (v x + v y) ^ 2 = 0 :=
    le_antisymm (by nlinarith [hmax y]) (sq_nonneg _)
  have hlin : v x + v y = 0 := (pow_eq_zero_iff two_ne_zero).1 hsq
  linarith
```

The next theorem carries the maximum to all states.

```lean
/-- In an irreducible chain a mode with `P v = -v` has the same magnitude on all states, and
every allowed move reverses its value. -/
theorem mode_is_staggered {P : Matrix n n ℝ} (hP : Stochastic P) (hI : IrreducibleChain P)
    {v : n → ℝ} (hv : P *ᵥ v = -v) :
    (∀ x y, v x ^ 2 = v y ^ 2) ∧ ∀ x y, 0 < P x y → v y = -v x := by
  have hconst : ∀ x y, v x ^ 2 = v y ^ 2 := by
    intro x y
    have : Nonempty n := ⟨x⟩
    obtain ⟨m, hm⟩ := Finite.exists_max (fun z => v z ^ 2)
    -- the maximum spreads along allowed moves
    have hall : ∀ z, v z ^ 2 = v m ^ 2 := by
      intro z
      have path := hI m z
      induction path with
      | refl => rfl
      | tail _ hbc ih =>
        have hf := flips_at_max hP hv (fun w => (hm w).trans_eq ih.symm) hbc
        rw [hf, neg_sq, ih]
    rw [hall x, hall y]
  exact ⟨hconst, fun x y hxy => flips_at_max hP hv (fun z => (hconst z x).le) hxy⟩
```

The proof turns on induction over `Relation.ReflTransGen`. A path from `m` is either empty (`refl`) or a shorter path followed by one more move (`tail`). In the second case the induction hypothesis `ih` says that the last state before the move has the same $v^2$ as `m`. That state is therefore itself a maximum, which is just what `flips_at_max` requires. No path length or list of visited states has to be handled.

## The equivalence and its consequences

The converse half splits each term of the average according to whether the move has zero or positive probability.

```lean
/-- Checkerboard signs form a mode that one step of the chain multiplies by `-1`. -/
theorem checkerboard_mode {P : Matrix n n ℝ} (hP : Stochastic P) {s : n → ℝ}
    (hs : Checkerboard P s) : P *ᵥ s = -s := by
  funext x
  have h1 : ∑ y, P x y * s y = ∑ y, P x y * (-s x) := by
    refine Finset.sum_congr rfl fun y _ => ?_
    rcases (hP.1 x y).eq_or_lt with h | h
    · rw [← h, zero_mul, zero_mul]
    · rw [hs.2 x y h]
  change ∑ y, P x y * s y = -s x
  rw [h1, ← Finset.sum_mul, hP.2 x, one_mul]
```

In the main theorem, the left side states the eigenvalue through a nonzero real eigenvector. `Nonempty n` is needed because an empty set has a colouring but no nonzero vector.

```lean
/-- An irreducible stochastic matrix has eigenvalue `-1` if and only if its states can be
coloured with signs that flip at every allowed move. -/
theorem eigenvalue_neg_one_iff_checkerboard [Nonempty n] {P : Matrix n n ℝ}
    (hP : Stochastic P) (hI : IrreducibleChain P) :
    (∃ v : n → ℝ, v ≠ 0 ∧ P *ᵥ v = -v) ↔ ∃ s : n → ℝ, Checkerboard P s := by
  constructor
  · rintro ⟨v, hv0, hv⟩
    obtain ⟨hc, hf⟩ := mode_is_staggered hP hI hv
    obtain ⟨m, hm⟩ := Function.ne_iff.1 hv0
    have hm' : v m ≠ 0 := hm
    -- normalise the mode by one of its values
    refine ⟨fun x => v x / v m, fun x => ?_, fun x y hxy => ?_⟩
    · rcases sq_eq_sq_iff_eq_or_eq_neg.1 (hc x m) with h | h
      · left
        change v x / v m = 1
        rw [h, div_self hm']
      · right
        change v x / v m = -1
        rw [h, neg_div, div_self hm']
    · change v y / v m = -(v x / v m)
      rw [hf x y hxy, neg_div]
  · rintro ⟨s, hs⟩
    refine ⟨s, fun h => ?_, checkerboard_mode hP hs⟩
    obtain ⟨x⟩ := ‹Nonempty n›
    have hx : s x = 0 := congrFun h x
    rcases hs.1 x with h1 | h1 <;> linarith
```

Uniqueness subtracts the multiple of `s` that removes the value at `m`, then uses the constancy of the square.

```lean
/-- In an irreducible chain with checkerboard signs `s`, every mode with `P v = -v` is a
multiple of `s`. -/
theorem mode_unique [Nonempty n] {P : Matrix n n ℝ} (hP : Stochastic P)
    (hI : IrreducibleChain P) {s v : n → ℝ} (hs : Checkerboard P s) (hv : P *ᵥ v = -v) :
    ∃ c : ℝ, v = c • s := by
  obtain ⟨m⟩ := ‹Nonempty n›
  -- remove the multiple of `s` that makes the mode vanish at `m`
  have hu : P *ᵥ (v - (v m * s m) • s) = -(v - (v m * s m) • s) := by
    rw [Matrix.mulVec_sub, Matrix.mulVec_smul, hv, checkerboard_mode hP hs]
    module
  have hm : (v - (v m * s m) • s) m = 0 := by
    rcases hs.1 m with h | h <;> simp [h]
  refine ⟨v m * s m, sub_eq_zero.1 (funext fun x => ?_)⟩
  have hx := (mode_is_staggered hP hI hu).1 x m
  rw [hm, zero_pow two_ne_zero] at hx
  exact (pow_eq_zero_iff two_ne_zero).1 hx
```

The sign rule for `k` steps is an induction on `k` that extracts an intermediate state from the matrix product.

```lean
/-- If the chain can go from `x` to `y` in `k` steps, the checkerboard signs of the two states
differ by the factor `(-1)^k`. -/
theorem sign_after_steps [DecidableEq n] {P : Matrix n n ℝ} (hP : Stochastic P) {s : n → ℝ}
    (hs : Checkerboard P s) (k : ℕ) (x y : n) (h : (P ^ k) x y ≠ 0) :
    s y = (-1) ^ k * s x := by
  induction k generalizing y with
  | zero =>
    have hxy : x = y := by
      by_contra hne
      exact h (by rw [pow_zero, Matrix.one_apply_ne hne])
    rw [hxy, pow_zero, one_mul]
  | succ k ih =>
    rw [pow_succ, Matrix.mul_apply] at h
    -- some intermediate state is visited after `k` steps
    obtain ⟨z, _, hz⟩ := Finset.exists_ne_zero_of_sum_ne_zero h
    have hzy : 0 < P z y := lt_of_le_of_ne (hP.1 z y) (right_ne_zero_of_mul hz).symm
    rw [hs.2 z y hzy, ih z (left_ne_zero_of_mul hz)]
    ring
```

Combined with the equivalence, it rules out odd return times.

```lean
/-- An irreducible chain with eigenvalue `-1` has zero probability of being back at its starting
state after an odd number of steps. -/
theorem no_odd_return [DecidableEq n] {P : Matrix n n ℝ} (hP : Stochastic P)
    (hI : IrreducibleChain P) (hv : ∃ v : n → ℝ, v ≠ 0 ∧ P *ᵥ v = -v)
    {k : ℕ} (hk : Odd k) (x : n) : (P ^ k) x x = 0 := by
  have : Nonempty n := ⟨x⟩
  obtain ⟨s, hs⟩ := (eigenvalue_neg_one_iff_checkerboard hP hI).1 hv
  by_contra h
  have h1 := sign_after_steps hP hs k x x h
  rw [hk.neg_one_pow] at h1
  rcases hs.1 x with h2 | h2 <;> linarith
```

## A chain that alternates and one that falls apart

A walk on three sites in a row satisfies all the conditions, with signs $(1,-1,1)$.

```lean
/-- The walk on three sites in a row: the middle site moves to either end with probability
one half, and each end moves to the middle. -/
noncomputable def pathWalk : Matrix (Fin 3) (Fin 3) ℝ :=
  !![0, 1, 0; 1/2, 0, 1/2; 0, 1, 0]
```

The entries are checked case by case. Irreducibility is shown by routing every path through the middle site.

```lean
/-- The walk on three sites in a row is stochastic and irreducible, with alternating
checkerboard signs. -/
theorem pathWalk_witness :
    Stochastic pathWalk ∧ IrreducibleChain pathWalk ∧ Checkerboard pathWalk ![1, -1, 1] := by
  refine ⟨⟨?_, ?_⟩, ?_, ?_, ?_⟩
  · intro x y
    fin_cases x <;> fin_cases y <;> norm_num [pathWalk]
  · intro x
    fin_cases x <;> norm_num [pathWalk, Fin.sum_univ_succ]
  · -- every route can pass through the middle site
    have h1 : ∀ x, Relation.ReflTransGen (fun a b => 0 < pathWalk a b) x 1 := fun x =>
      match x with
      | 0 => .single (by norm_num [pathWalk])
      | 1 => .refl
      | 2 => .single (by simp [pathWalk])
    have h2 : ∀ y, Relation.ReflTransGen (fun a b => 0 < pathWalk a b) 1 y := fun y =>
      match y with
      | 0 => .single (by norm_num [pathWalk])
      | 1 => .refl
      | 2 => .single (by simp [pathWalk])
    exact fun x y => (h1 x).trans (h2 y)
  · intro x
    fin_cases x <;> simp
  · intro x y
    fin_cases x <;> fin_cases y <;> norm_num [pathWalk]
```

For the equivalence, irreducibility matters. Let two states swap at every step while a third stays at rest.

```lean
/-- Two states that exchange at every step, next to a third state that never moves. -/
def swapAndRest : Matrix (Fin 3) (Fin 3) ℝ :=
  !![0, 1, 0; 1, 0, 0; 0, 0, 1]
```

The vector $(1,-1,0)$ is an alternating mode, but the resting state would have to differ in colour from itself.

```lean
/-- The stochastic matrix `swapAndRest` has the mode `(1, -1, 0)` with eigenvalue `-1`, but
admits no checkerboard signs. -/
theorem irreducibility_needed :
    Stochastic swapAndRest ∧ swapAndRest *ᵥ ![1, -1, 0] = -![1, -1, 0] ∧
      ¬ ∃ s : Fin 3 → ℝ, Checkerboard swapAndRest s := by
  refine ⟨⟨?_, ?_⟩, ?_, ?_⟩
  · intro x y
    fin_cases x <;> fin_cases y <;> norm_num [swapAndRest]
  · intro x
    fin_cases x <;> norm_num [swapAndRest, Fin.sum_univ_succ]
  · ext i
    fin_cases i <;> simp [swapAndRest, Matrix.mulVec, dotProduct, Fin.sum_univ_succ]
  · rintro ⟨s, hs⟩
    have h := hs.2 2 2 (by simp [swapAndRest])
    rcases hs.1 2 with h2 | h2 <;> linarith

end CheckerboardDynamics
```

```lean
#print axioms CheckerboardDynamics.eigenvalue_neg_one_iff_checkerboard
#print axioms CheckerboardDynamics.mode_unique
#print axioms CheckerboardDynamics.no_odd_return
#print axioms CheckerboardDynamics.irreducibility_needed
```

```
'CheckerboardDynamics.eigenvalue_neg_one_iff_checkerboard' depends on axioms: [propext, Classical.choice, Quot.sound]
'CheckerboardDynamics.mode_unique' depends on axioms: [propext, Classical.choice, Quot.sound]
'CheckerboardDynamics.no_odd_return' depends on axioms: [propext, Classical.choice, Quot.sound]
'CheckerboardDynamics.irreducibility_needed' depends on axioms: [propext, Classical.choice, Quot.sound]
```
